# Exact energy shift from an external space in a partitioned, possibly non-symmetric Hamiltonian

A coupled-cluster calculation with single and double excitations leaves triple excitations out of its cluster operator, and a non-iterative correction estimates their effect on the energy without iterating for their amplitudes. When a finite Hamiltonian matrix is enlarged by a triples block, the old and new eigenvalues are related by an exact equation in which the triples amplitudes no longer appear, provided that the new eigenvalue is not also an eigenvalue of the triples block. The old eigenvalue enters this equation only if its left eigenvector has a nonzero product with the part of the new right eigenvector that lies in the original space.

In Lean 4 with Mathlib:

```lean
import Mathlib

open Matrix

namespace CoupledClusterPartitioning

noncomputable section

variable {K P Q : Type*} [Field K] [Fintype P] [Fintype Q] [DecidableEq Q]

/-- The resolvent `(E - D)⁻¹` of the external block `D`, for energies `E` at which `E - D` is
invertible. -/
def externalResolvent (D : Matrix Q Q K) (E : K) : Matrix Q Q K :=
  (E • (1 : Matrix Q Q K) - D)⁻¹

/-- The energy-dependent coupling `B (E - D)⁻¹ C` of the model space to itself through the
external space, for energies `E` at which `E - D` is invertible. -/
def selfEnergy (B : Matrix P Q K) (C : Matrix Q P K) (D : Matrix Q Q K) (E : K) :
    Matrix P P K :=
  B * externalResolvent D E * C

omit [DecidableEq Q] in
/-- The eigenvalue equation of the full Hamiltonian is the pair of its model-space and
external-space rows. -/
theorem block_equations (A : Matrix P P K) (B : Matrix P Q K) (C : Matrix Q P K)
    (D : Matrix Q Q K) (p : P → K) (q : Q → K) (E : K) :
    fromBlocks A B C D *ᵥ Sum.elim p q = E • Sum.elim p q ↔
      A *ᵥ p + B *ᵥ q = E • p ∧ C *ᵥ p + D *ᵥ q = E • q := by
  rw [fromBlocks_mulVec]
  constructor
  · intro h
    constructor
    · funext i
      simpa using congrFun h (Sum.inl i)
    · funext i
      simpa using congrFun h (Sum.inr i)
  · rintro ⟨h1, h2⟩
    funext i
    cases i with
    | inl i => simpa using congrFun h1 i
    | inr i => simpa using congrFun h2 i

/-- If `E - D` is invertible, the external row of the eigenvalue equation holds exactly when
the external amplitudes are `q = (E - D)⁻¹ C p`. -/
theorem external_amplitudes (C : Matrix Q P K) (D : Matrix Q Q K) (p : P → K) (q : Q → K)
    {E : K} (hE : IsUnit (E • (1 : Matrix Q Q K) - D).det) :
    C *ᵥ p + D *ᵥ q = E • q ↔ q = externalResolvent D E *ᵥ (C *ᵥ p) := by
  have hq : (E • (1 : Matrix Q Q K) - D) *ᵥ q = E • q - D *ᵥ q := by
    rw [Matrix.sub_mulVec, Matrix.smul_mulVec, Matrix.one_mulVec]
  constructor
  · intro h
    have h' : (E • (1 : Matrix Q Q K) - D) *ᵥ q = C *ᵥ p := by
      rw [hq, ← h, add_sub_cancel_right]
    rw [externalResolvent, ← h', Matrix.mulVec_mulVec, Matrix.nonsing_inv_mul _ hE,
      Matrix.one_mulVec]
  · intro h
    have h' : (E • (1 : Matrix Q Q K) - D) *ᵥ q = C *ᵥ p := by
      rw [h, externalResolvent, Matrix.mulVec_mulVec, Matrix.mul_nonsing_inv _ hE,
        Matrix.one_mulVec]
    rw [← h', hq, sub_add_cancel]

/-- If `E - D` is invertible, `(p, q)` solves the full eigenvalue equation exactly when
`q = (E - D)⁻¹ C p` and `p` solves the effective equation `(A + B (E - D)⁻¹ C) p = E p`. -/
theorem effective_equation (A : Matrix P P K) (B : Matrix P Q K) (C : Matrix Q P K)
    (D : Matrix Q Q K) (p : P → K) (q : Q → K) {E : K}
    (hE : IsUnit (E • (1 : Matrix Q Q K) - D).det) :
    fromBlocks A B C D *ᵥ Sum.elim p q = E • Sum.elim p q ↔
      q = externalResolvent D E *ᵥ (C *ᵥ p) ∧ (A + selfEnergy B C D E) *ᵥ p = E • p := by
  have hS : selfEnergy B C D E *ᵥ p = B *ᵥ (externalResolvent D E *ᵥ (C *ᵥ p)) := by
    simp only [selfEnergy, Matrix.mulVec_mulVec, Matrix.mul_assoc]
  rw [block_equations, external_amplitudes C D p q hE, Matrix.add_mulVec, hS]
  constructor
  · rintro ⟨h1, h2⟩
    exact ⟨h2, h2 ▸ h1⟩
  · rintro ⟨h2, h1⟩
    exact ⟨by rw [h2]; exact h1, h2⟩

omit [DecidableEq Q] in
/-- Projecting the full eigenvalue equation on a left eigenvector `l` of the model block, with
eigenvalue `E0`, gives `(E - E0) l·p = l·B q`. -/
theorem projected_energy {A : Matrix P P K} {B : Matrix P Q K} {C : Matrix Q P K}
    {D : Matrix Q Q K} {l p : P → K} {q : Q → K} {E E0 : K} (hl : l ᵥ* A = E0 • l)
    (h : fromBlocks A B C D *ᵥ Sum.elim p q = E • Sum.elim p q) :
    (E - E0) * (l ⬝ᵥ p) = l ⬝ᵥ (B *ᵥ q) := by
  have h1 := congrArg (fun v => l ⬝ᵥ v) ((block_equations A B C D p q E).1 h).1
  simp only [dotProduct_add, dotProduct_smul, smul_eq_mul] at h1
  -- the model block acts to the left on its own eigenvector
  have hA : l ⬝ᵥ (A *ᵥ p) = E0 * (l ⬝ᵥ p) := by
    rw [Matrix.dotProduct_mulVec, hl, smul_dotProduct, smul_eq_mul]
  linear_combination hA - h1

/-- Let `l` be a left eigenvector of the model block with eigenvalue `E0`, `(p, q)` a right
eigenvector of the full Hamiltonian with eigenvalue `E`, and `E - D` invertible. Then
`(E - E0) l·p = l·B (E - D)⁻¹ C p`. -/
theorem partitioned_energy_shift {A : Matrix P P K} {B : Matrix P Q K} {C : Matrix Q P K}
    {D : Matrix Q Q K} {l p : P → K} {q : Q → K} {E E0 : K} (hl : l ᵥ* A = E0 • l)
    (h : fromBlocks A B C D *ᵥ Sum.elim p q = E • Sum.elim p q)
    (hE : IsUnit (E • (1 : Matrix Q Q K) - D).det) :
    (E - E0) * (l ⬝ᵥ p) = l ⬝ᵥ (selfEnergy B C D E *ᵥ p) := by
  have hq := ((effective_equation A B C D p q hE).1 h).1
  rw [projected_energy hl h, hq]
  simp only [selfEnergy, Matrix.mulVec_mulVec, Matrix.mul_assoc]

/-- Let `l` be a left eigenvector of the model block with eigenvalue `E0`, and `(p, q)` a right
eigenvector of the full Hamiltonian with eigenvalue `E`. If the external block is diagonal with
energies `d k`, all different from `E`, then `(E - E0) l·p` is a sum over external states with
denominators `E - d k`. -/
theorem energy_shift_diagonal {A : Matrix P P K} {B : Matrix P Q K} {C : Matrix Q P K}
    {d : Q → K} {l p : P → K} {q : Q → K} {E E0 : K} (hl : l ᵥ* A = E0 • l)
    (h : fromBlocks A B C (diagonal d) *ᵥ Sum.elim p q = E • Sum.elim p q)
    (hd : ∀ k, d k ≠ E) :
    (E - E0) * (l ⬝ᵥ p) = ∑ k, (l ᵥ* B) k * (C *ᵥ p) k / (E - d k) := by
  rw [projected_energy hl h, Matrix.dotProduct_mulVec, dotProduct]
  refine Finset.sum_congr rfl fun k _ => ?_
  have hk := congrFun ((block_equations A B C (diagonal d) p q E).1 h).2 k
  simp only [Pi.add_apply, Pi.smul_apply, smul_eq_mul, Matrix.mulVec_diagonal] at hk
  rw [eq_div_iff (sub_ne_zero.2 (hd k).symm)]
  linear_combination -(l ᵥ* B) k * hk

/-- The resolvents at two energies `E` and `E0`, at both of which the external block is
non-resonant (`E - D` and `E0 - D` invertible), differ by `(E - E0)` times their product. -/
theorem resolvent_identity (D : Matrix Q Q K) {E E0 : K}
    (hE : IsUnit (E • (1 : Matrix Q Q K) - D).det)
    (hE0 : IsUnit (E0 • (1 : Matrix Q Q K) - D).det) :
    externalResolvent D E = externalResolvent D E0 -
      (E - E0) • (externalResolvent D E0 * externalResolvent D E) := by
  have h1 : (E • (1 : Matrix Q Q K) - D) * externalResolvent D E = 1 :=
    Matrix.mul_nonsing_inv _ hE
  have h2 : externalResolvent D E0 * (E0 • (1 : Matrix Q Q K) - D) = 1 :=
    Matrix.nonsing_inv_mul _ hE0
  have h3 : E0 • (1 : Matrix Q Q K) - D =
      (E • (1 : Matrix Q Q K) - D) - (E - E0) • (1 : Matrix Q Q K) := by
    module
  calc externalResolvent D E
      = externalResolvent D E0 * (E0 • (1 : Matrix Q Q K) - D) * externalResolvent D E := by
        rw [h2, Matrix.one_mul]
    _ = externalResolvent D E0 * ((E • (1 : Matrix Q Q K) - D) * externalResolvent D E) -
        (E - E0) • (externalResolvent D E0 * externalResolvent D E) := by
        rw [h3, Matrix.mul_sub, Matrix.sub_mul, Matrix.mul_smul, Matrix.smul_mul,
          Matrix.mul_one, Matrix.mul_assoc]
    _ = _ := by rw [h1, Matrix.mul_one]

/-- Let `l` be a left eigenvector of the model block with eigenvalue `E0`, and `(p, q)` a right
eigenvector of the full Hamiltonian with eigenvalue `E`, with `l·p = 1` and both `E - D` and
`E0 - D` invertible. For any model vector `r`, the correction `l·B (E0 - D)⁻¹ C r` differs from the
exact shift `E - E0` by two terms: one is linear in `p - r`, the other carries the factor `E - E0`.
-/
theorem noniterative_error {A : Matrix P P K} {B : Matrix P Q K} {C : Matrix Q P K}
    {D : Matrix Q Q K} {l p : P → K} {q : Q → K} {E E0 : K} (hl : l ᵥ* A = E0 • l)
    (h : fromBlocks A B C D *ᵥ Sum.elim p q = E • Sum.elim p q)
    (hE : IsUnit (E • (1 : Matrix Q Q K) - D).det)
    (hE0 : IsUnit (E0 • (1 : Matrix Q Q K) - D).det) (hp : l ⬝ᵥ p = 1) (r : P → K) :
    (E - E0) - l ⬝ᵥ (selfEnergy B C D E0 *ᵥ r) =
      l ⬝ᵥ (selfEnergy B C D E0 *ᵥ (p - r)) - (E - E0) *
        (l ⬝ᵥ ((B * (externalResolvent D E0 * externalResolvent D E) * C) *ᵥ p)) := by
  have hmain := partitioned_energy_shift hl h hE
  -- expand the self-energy at `E` around `E0`
  have hS : selfEnergy B C D E = selfEnergy B C D E0 -
      (E - E0) • (B * (externalResolvent D E0 * externalResolvent D E) * C) := by
    have hR := congrArg (fun X => B * X * C) (resolvent_identity D hE hE0)
    simpa only [selfEnergy, Matrix.mul_sub, Matrix.sub_mul, Matrix.mul_smul,
      Matrix.smul_mul] using hR
  rw [hp, mul_one, hS, Matrix.sub_mulVec, Matrix.smul_mulVec, dotProduct_sub,
    dotProduct_smul, smul_eq_mul] at hmain
  rw [Matrix.mulVec_sub, dotProduct_sub]
  linear_combination hmain

/-- A non-symmetric rational matrix with two model states and one external state, with `E0 = 1`,
`E = 3`, `l = (1, -1)`, `p = (2, 1)` and `q = 1`, meets all the hypotheses of `noniterative_error`.
-/
theorem noniterative_error_witness :
    (![1, -1] : Fin 2 → ℚ) ᵥ* !![1, 1; 0, 2] = (1 : ℚ) • ![1, -1] ∧
    fromBlocks !![1, 1; 0, 2] !![3; 1] !![0, 1] !![2] *ᵥ
      Sum.elim (![2, 1] : Fin 2 → ℚ) (![1] : Fin 1 → ℚ) =
        (3 : ℚ) • Sum.elim (![2, 1] : Fin 2 → ℚ) (![1] : Fin 1 → ℚ) ∧
    IsUnit ((3 : ℚ) • (1 : Matrix (Fin 1) (Fin 1) ℚ) - !![2]).det ∧
    IsUnit ((1 : ℚ) • (1 : Matrix (Fin 1) (Fin 1) ℚ) - !![2]).det ∧
    (![1, -1] : Fin 2 → ℚ) ⬝ᵥ ![2, 1] = 1 := by
  refine ⟨?_, (block_equations _ _ _ _ _ _ _).2 ⟨?_, ?_⟩, ?_, ?_, ?_⟩
  · ext i
    fin_cases i <;> norm_num [Matrix.vecMul, dotProduct, Fin.sum_univ_succ]
  · ext i
    fin_cases i <;> norm_num [Matrix.mulVec, dotProduct, Fin.sum_univ_succ]
  · ext i
    fin_cases i
    norm_num [Matrix.mulVec, dotProduct, Fin.sum_univ_succ]
  · rw [isUnit_iff_ne_zero, Matrix.det_fin_one]
    norm_num [Matrix.sub_apply, Matrix.smul_apply]
  · rw [isUnit_iff_ne_zero, Matrix.det_fin_one]
    norm_num [Matrix.sub_apply, Matrix.smul_apply]
  · norm_num [dotProduct, Fin.sum_univ_succ]

end

end CoupledClusterPartitioning
```

```lean
#print axioms CoupledClusterPartitioning.energy_shift_diagonal
#print axioms CoupledClusterPartitioning.noniterative_error
```

```
'CoupledClusterPartitioning.energy_shift_diagonal' depends on axioms: [propext, Classical.choice, Quot.sound]
'CoupledClusterPartitioning.noniterative_error' depends on axioms: [propext, Classical.choice, Quot.sound]
```

## The energy shift and its hypotheses

The Hamiltonian is the block matrix

\[
M=\begin{pmatrix}A&B\\ C&D\end{pmatrix},
\]

written `fromBlocks A B C D`. In textbook notation the blocks are \(M_{PP}, M_{PQ}, M_{QP}, M_{QQ}\). Here `P` and `Q` are finite index sets for the model and external states, not projection operators. The entries lie in any field `K`, and no symmetry is assumed.

The central theorem, `partitioned_energy_shift`, has three hypotheses:

- `hl`: the row vector \(l\) satisfies \(lA=E_0l\).
- `h`: the joined vector \((p,q)\), written `Sum.elim p q`, satisfies \(M(p,q)=E(p,q)\).
- `hE`: the determinant of \(E-D\) is a unit, so \(E-D\) is invertible.

With the resolvent \(R(E)=(E-D)^{-1}\), called `externalResolvent`, and \(\Sigma(E)=B\,R(E)\,C\), called `selfEnergy`, the conclusion is

\[
(E-E_0)\,l\cdot p=l\cdot\Sigma(E)\,p .
\]

The product \(l\cdot p=\sum_i l_ip_i\) contains no complex conjugation. If it vanishes, the difference \(E-E_0\) drops out of the equation. The unknown \(E\) also appears on the right, so this is an implicit equation for the energy. The name `selfEnergy` refers to a coupling between many-electron states, not to the one-particle self-energy of Green's function theory.

## Reading the blocks as coupled cluster

For triples corrections, \(M\) is the similarity-transformed Hamiltonian, which is generally non-symmetric. `P` holds the reference, singles and doubles, and `Q` holds the triples. Then \(E_0\) is the CCSD energy, \(l\) is the left CCSD eigenvector, and \(E\) is an eigenvalue in the enlarged space, which in general is not the CCSDT energy. This identification is the step from the matrix theorem to chemistry that the hypotheses leave to the user. Invertibility of \(E-D\) means that no eigenvalue of the external block coincides with \(E\).

The non-iterative correction considered here replaces \(E\) by \(E_0\) in the resolvent and \(p\) by a known vector \(r\), for instance the reference determinant. Within this finite matrix model, `noniterative_error` gives the exact error of that replacement. It assumes the normalisation \(l\cdot p=1\) and that \(E_0-D\) is invertible too. Practical corrections may also approximate \(l\), the coupling blocks or \(D\), for instance by building the denominators from orbital-energy differences; the formula does not cover the errors this adds.

## Eliminating the external amplitudes

The eigenvalue equation consists of two rows:

\[
Ap+Bq=Ep,\qquad Cp+Dq=Eq .
\]

`block_equations` proves this equivalence by reading off the components in `P` and `Q` separately.

Multiply the first row by \(l\) from the left. Since \(l\cdot Ap=(lA)\cdot p=E_0\,l\cdot p\),

\[
(E-E_0)\,l\cdot p=l\cdot Bq .
\]

This is `projected_energy`. Its `hA` is the action of \(A\) to the left, and `linear_combination` subtracts the projected row from it.

The second row reads \((E-D)q=Cp\), hence \(q=R(E)Cp\). `external_amplitudes` proves both directions by multiplying with the inverse or with \(E-D\). Inserting \(q\) into the projected equation gives the energy shift.

Inserting \(q\) into the first row instead gives

\[
(A+\Sigma(E))\,p=Ep .
\]

`effective_equation` states that this equation and \(q=R(E)Cp\) together are equivalent to the full eigenvalue equation.

If \(D\) is diagonal with entries \(d_k\neq E\), the second row gives \(q_k=(Cp)_k/(E-d_k)\) for each external state \(k\), so

\[
(E-E_0)\,l\cdot p=\sum_k\frac{(lB)_k\,(Cp)_k}{E-d_k}.
\]

`energy_shift_diagonal` proves this term by term, clearing each denominator with `eq_div_iff`.

## The error of a non-iterative correction

To compare the resolvents at \(E\) and \(E_0\), insert \(R(E_0)(E_0-D)=1\) and write \(E_0-D=(E-D)-(E-E_0)\):

\[
R(E)=R(E_0)(E_0-D)R(E)=R(E_0)-(E-E_0)R(E_0)R(E).
\]

The `calc` block of `resolvent_identity` follows these steps. Multiplying by \(B\) on the left and \(C\) on the right gives

\[
\Sigma(E)=\Sigma(E_0)-(E-E_0)\,B\,R(E_0)R(E)\,C ,
\]

which is `hS` in `noniterative_error`. Put this into the energy shift with \(l\cdot p=1\), and subtract \(l\cdot\Sigma(E_0)r\) from both sides:

\[
E-E_0-l\cdot\Sigma(E_0)r
=l\cdot\Sigma(E_0)(p-r)-(E-E_0)\,l\cdot B\,R(E_0)R(E)\,C\,p .
\]

The first term on the right comes from the approximate model vector, the second from the shifted energy in the resolvent. The final `linear_combination` carries out the subtraction.

## Three states worked by hand

`noniterative_error_witness` verifies the hypotheses for

\[
A=\begin{pmatrix}1&1\\0&2\end{pmatrix},\quad
B=\begin{pmatrix}3\\1\end{pmatrix},\quad
C=\begin{pmatrix}0&1\end{pmatrix},\quad D=2,
\]

with \(l=(1,-1)\), \(p=(2,1)\), \(q=1\), \(E_0=1\) and \(E=3\). The two rows give \(Ap+Bq=(3,2)+(3,1)=3p\) and \(Cp+Dq=1+2=3q\). Also \(lA=l\) and \(l\cdot p=1\). The full matrix has eigenvalues 1, 1 and 3 but only one independent eigenvector for the eigenvalue 1, so it is not similar to any Hermitian matrix. It tests the algebra and does not model a molecule.

Here \(lB=2\), \(Cp=1\) and \(E-D=1\), so the exact shift is \(2\cdot1/1=2=E-E_0\).

Now take \(r=p\), so that only the energy in the resolvent is approximated. Since \(E_0-D=-1\), the correction is \(2\cdot1/(-1)=-2\), and its error is \(2-(-2)=4\). In the error formula the first term vanishes and the second is \(-2\cdot\bigl(2\cdot(-1)\cdot1\cdot1\bigr)=4\), in agreement. The correction has the wrong sign because the external level at 2 lies between \(E_0\) and \(E\).
